# A cumulant with finitely many positive plasmon frequencies has no positive spectrum if its single lowest mode has negative weight

## A sign to check before exponentiating

Suppose the plasmon part of a GW self-energy has been fitted by a few undamped poles, and the fit is about to be exponentiated into a cumulant. The weight at the lowest frequency should be checked first. If that frequency is positive, belongs to one mode only and carries a negative weight, the resulting spectral function, for a sharp quasiparticle line, has a negative satellite, whatever the other weights are.

The physical problem is the removal of an electron from a level coupled to plasmons. The hole spectrum is a distribution of probabilities over final states, so it must be nonnegative. An unconstrained fit can return negative weights, and the question is whether the exponential can repair them.

## The lowest satellite and its mass

Set ħ = 1 and measure energy from the quasiparticle line, counting energy given to plasmons as positive. Mode j has frequency w_j and real weight b_j. The cumulant factor multiplying the quasiparticle propagator is

F(t) = exp(∑ b_j (exp(−i w_j t) − 1)).

Let k be the lowest mode, with 0 < w_k < w_j for every j ≠ k. Suppose a finite positive measure μ on the energy axis satisfies

F(t) = ∫ exp(−iωt) dμ(ω) for all t ≥ 0.

Then its mass at w_k is

μ({w_k}) = b_k exp(−∑ b_j).

For b_k < 0 this is impossible, so no such μ exists.

## Averaging out every other line

Write ⟨f⟩_T = (1/T) ∫₀ᵀ f(t) dt. For ν ≠ 0,

⟨exp(iνt)⟩_T = (exp(iνT) − 1)/(iνT),

with modulus at most 2/(|ν|T), which tends to 0. For ν = 0 the average is 1.

Let Z = exp(−∑ b_j) and S(t) = ∑ b_j exp(−i w_j t). Then

exp(i w_k t) F(t) = Z ∑ₙ exp(i w_k t) S(t)ⁿ/n!.

The terms average as follows:

- n = 0: exp(i w_k t) averages to 0, because w_k > 0.
- n = 1: ∑ b_j exp(i(w_k − w_j)t) averages to b_k, because only j = k has zero frequency.
- n ≥ 2: Sⁿ contains only energies of at least n w_k > w_k, so every term oscillates and averages to 0.

Since |S(t)| ≤ B = ∑ |b_j|, the n-th averaged term is at most Bⁿ/n! for every T. This bound is summable, so the limit may be taken term by term, and the average tends to Z b_k.

For a representing μ, exchanging the integrals gives

⟨exp(i w_k t) F(t)⟩_T = ∫ ⟨exp(i(w_k − ω)t)⟩_T dμ(ω).

The integrand is bounded by 1 and tends to 1 at ω = w_k and to 0 elsewhere. The right side therefore tends to μ({w_k}), which must equal Z b_k.

## Two modes with numbers

Take w₁ = 1, w₂ = 2, b₁ = −0.2 and b₂ = 0.5. Then Z = exp(−0.3) ≈ 0.741, and the line at energy 1 has mass −0.2 Z ≈ −0.148. The positive sum of the weights does not help.

With b₁ = 0.5 and b₂ = −0.1 instead, the line at energy 2 also receives a two-plasmon part:

Z (b₂ + b₁²/2) = 0.025 exp(−0.4) ≈ 0.017.

It is positive although b₂ is negative. The spectrum as a whole is still not admissible, because the line at energy 3 has mass Z (b₁b₂ + b₁³/6) ≈ −0.020; the example shows compensation at one line only. At the lowest frequency no multiplasmon term is available even for that.

## Reading the Lean statement

The modes are indexed by a finite type `ι`, with `b w : ι → ℝ`. The function `wave ν t` is exp(iνt), `plasmonSum` is S, and `cumulantFactor` is F, the exponential and not the cumulant in its exponent. `HasMean f m` says that the averages of f over [0,T] tend to m; it is a time average, not an expectation value.

The hypotheses `hk` and `hmin` say that w_k is positive and strictly below all other frequencies. Those others may coincide with one another, and a single mode is allowed. Modes sharing the lowest frequency should first be merged by adding their weights. In `no_positive_spectral_measure`, `hb` is the negative sign of b_k, and the candidate spectrum is any finite Borel measure, with or without a density.

For a real material, a continuous, damped loss spectrum has been replaced by finitely many sharp modes, and the exponential form of F is in general itself an approximation. The theorem takes both as given. It concerns the sharp lines of F: once these are broadened, by a quasiparticle lifetime or numerically, the tails of positive lines can hide a weak negative one in a plotted spectrum.

```lean
import Mathlib

open MeasureTheory Filter Topology

namespace CumulantNegativeSatellite

noncomputable section

variable {ι : Type*} [Fintype ι]

/-- The pure oscillation `exp(i ν t)`. -/
def wave (ν t : ℝ) : ℂ := Complex.exp (((ν * t : ℝ) : ℂ) * Complex.I)

/-- The averages of the signal `f` over `[0, T]` tend to `m` as `T` grows. -/
def HasMean (f : ℝ → ℂ) (m : ℂ) : Prop :=
  Tendsto (fun T : ℝ => (T : ℂ)⁻¹ * ∫ t in (0 : ℝ)..T, f t) atTop (𝓝 m)

/-- The oscillating part `∑ b_j exp(-i w_j t)` of the cumulant. -/
def plasmonSum (b w : ι → ℝ) (t : ℝ) : ℂ := ∑ j, (b j : ℂ) * wave (-(w j)) t

/-- The cumulant factor `F(t) = exp(∑ b_j (exp(-i w_j t) - 1))`. -/
def cumulantFactor (b w : ι → ℝ) (t : ℝ) : ℂ :=
  Complex.exp (∑ j, (b j : ℂ) * (wave (-(w j)) t - 1))

lemma wave_add (μ ν t : ℝ) : wave (μ + ν) t = wave μ t * wave ν t := by
  unfold wave
  rw [← Complex.exp_add]
  congr 1
  push_cast
  ring

lemma norm_wave (ν t : ℝ) : ‖wave ν t‖ = 1 := Complex.norm_exp_ofReal_mul_I _

lemma continuous_wave (ν : ℝ) : Continuous (wave ν) := by
  unfold wave
  fun_prop

lemma continuous_plasmonSum (b w : ι → ℝ) : Continuous (plasmonSum b w) :=
  continuous_finsetSum _ fun _ _ => continuous_const.mul (continuous_wave _)

lemma wave_mul_plasmonSum (b w : ι → ℝ) (ν t : ℝ) :
    wave ν t * plasmonSum b w t = ∑ j, (b j : ℂ) * wave (ν - w j) t := by
  unfold plasmonSum
  rw [Finset.mul_sum]
  refine Finset.sum_congr rfl fun j _ => ?_
  rw [sub_eq_add_neg, wave_add]
  ring

lemma norm_average_le {f : ℝ → ℂ} {C T : ℝ} (hT : 0 < T) (hf : ∀ t, ‖f t‖ ≤ C) :
    ‖(T : ℂ)⁻¹ * ∫ t in (0 : ℝ)..T, f t‖ ≤ C := by
  have h := intervalIntegral.norm_integral_le_of_norm_le_const
    (a := (0 : ℝ)) (b := T) (f := f) (C := C) (fun t _ => hf t)
  rw [sub_zero, abs_of_pos hT] at h
  rw [norm_mul, norm_inv, Complex.norm_real, Real.norm_eq_abs, abs_of_pos hT,
    inv_mul_le_iff₀ hT]
  linarith

/-- An oscillation of nonzero frequency averages to zero. -/
theorem hasMean_wave {ν : ℝ} (hν : ν ≠ 0) : HasMean (wave ν) 0 := by
  have hc : (ν : ℂ) * Complex.I ≠ 0 :=
    mul_ne_zero (Complex.ofReal_ne_zero.mpr hν) Complex.I_ne_zero
  have key : ∀ T : ℝ, ‖∫ t in (0 : ℝ)..T, wave ν t‖ ≤ 2 / |ν| := by
    intro T
    have e : ∀ t : ℝ, wave ν t = Complex.exp ((ν : ℂ) * Complex.I * t) := by
      intro t
      unfold wave
      congr 1
      push_cast
      ring
    have h : ∫ t in (0 : ℝ)..T, wave ν t
        = (wave ν T - wave ν 0) / ((ν : ℂ) * Complex.I) := by
      simp only [e]
      exact integral_exp_mul_complex hc
    have h2 : ‖wave ν T - wave ν 0‖ ≤ 2 := by
      have := norm_sub_le (wave ν T) (wave ν 0)
      rw [norm_wave, norm_wave] at this
      linarith
    have h3 : ‖(ν : ℂ) * Complex.I‖ = |ν| := by simp
    rw [h, norm_div, h3]
    gcongr
  have lim : Tendsto (fun T : ℝ => T⁻¹ * (2 / |ν|)) atTop (𝓝 0) := by
    simpa using tendsto_inv_atTop_zero.mul_const (2 / |ν|)
  refine squeeze_zero_norm' ?_ lim
  filter_upwards [eventually_gt_atTop (0 : ℝ)] with T hT
  rw [norm_mul, norm_inv, Complex.norm_real, Real.norm_eq_abs, abs_of_pos hT]
  exact mul_le_mul_of_nonneg_left (key T) (inv_nonneg.mpr hT.le)

lemma hasMean_wave_zero : HasMean (wave 0) 1 := by
  refine Tendsto.congr' ?_ tendsto_const_nhds
  filter_upwards [eventually_gt_atTop (0 : ℝ)] with T hT
  have h : (T : ℂ) ≠ 0 := Complex.ofReal_ne_zero.mpr hT.ne'
  simp [wave, h]

lemma hasMean_sum (c : ι → ℂ) (f : ι → ℝ → ℂ) (m : ι → ℂ)
    (hf : ∀ j, Continuous (f j)) (h : ∀ j, HasMean (f j) (m j)) :
    HasMean (fun t => ∑ j, c j * f j t) (∑ j, c j * m j) := by
  have lim : Tendsto (fun T : ℝ => ∑ j, c j * ((T : ℂ)⁻¹ * ∫ t in (0 : ℝ)..T, f j t))
      atTop (𝓝 (∑ j, c j * m j)) :=
    tendsto_finsetSum _ fun j _ => Filter.Tendsto.const_mul (c j) (h j)
  refine lim.congr fun T => ?_
  have hi : ∀ j ∈ (Finset.univ : Finset ι),
      IntervalIntegrable (fun t => c j * f j t) volume 0 T :=
    fun j _ => (continuous_const.mul (hf j)).intervalIntegrable _ _
  beta_reduce
  rw [intervalIntegral.integral_finsetSum hi, Finset.mul_sum]
  refine Finset.sum_congr rfl fun j _ => ?_
  rw [intervalIntegral.integral_const_mul]
  ring

/-- If no mode lies below `w₀`, the `n`-plasmon term has no component at an energy `ν`
below `n w₀`. -/
theorem hasMean_multiplasmon (b w : ι → ℝ) {w₀ : ℝ} (hw : ∀ j, w₀ ≤ w j) (n : ℕ) :
    ∀ ν : ℝ, ν < n * w₀ → HasMean (fun t => wave ν t * plasmonSum b w t ^ n) 0 := by
  induction n with
  | zero =>
    intro ν hν
    have h : ν ≠ 0 := by
      intro h0
      simp [h0] at hν
    simpa using hasMean_wave h
  | succ n ih =>
    intro ν hν
    push_cast at hν
    -- one more plasmon lowers the remaining energy by at least `w₀`
    have h := hasMean_sum (fun j => (b j : ℂ))
      (fun j t => wave (ν - w j) t * plasmonSum b w t ^ n) (fun _ => 0)
      (fun j => (continuous_wave _).mul ((continuous_plasmonSum b w).pow n))
      (fun j => ih _ (by linarith [hw j]))
    simp only [mul_zero, Finset.sum_const_zero] at h
    have e : (fun t => wave ν t * plasmonSum b w t ^ (n + 1))
        = fun t => ∑ j, (b j : ℂ) * (wave (ν - w j) t * plasmonSum b w t ^ n) := by
      funext t
      rw [pow_succ', ← mul_assoc, wave_mul_plasmonSum, Finset.sum_mul]
      exact Finset.sum_congr rfl fun j _ => mul_assoc _ _ _
    rw [e]
    exact h

/-- Let `h` and `g` be continuous, with `‖h‖ ≤ 1` and `g` bounded. If every `h g^n` has a long-time
average `m n`, then `h exp(g)` has the long-time average `∑ m n / n!`. -/
theorem hasMean_mul_exp {h g : ℝ → ℂ} {K : ℝ} {m : ℕ → ℂ} (ch : Continuous h)
    (cg : Continuous g) (hh : ∀ t, ‖h t‖ ≤ 1) (hg : ∀ t, ‖g t‖ ≤ K)
    (hm : ∀ n : ℕ, HasMean (fun t => h t * g t ^ n) (m n)) :
    HasMean (fun t => h t * Complex.exp (g t)) (∑' n : ℕ, m n / (n.factorial : ℂ)) := by
  have hs : Summable (fun n : ℕ => K ^ n / (n.factorial : ℝ)) :=
    Real.summable_pow_div_factorial K
  have lim := tendsto_tsum_of_dominated_convergence (𝓕 := atTop)
    (f := fun (T : ℝ) (n : ℕ) =>
      ((T : ℂ)⁻¹ * ∫ t in (0 : ℝ)..T, h t * g t ^ n) / (n.factorial : ℂ))
    (g := fun n : ℕ => m n / (n.factorial : ℂ)) hs
    (fun n => Filter.Tendsto.div_const (hm n) _) (by
      filter_upwards [eventually_gt_atTop (0 : ℝ)] with T hT n
      rw [norm_div, Complex.norm_natCast]
      refine div_le_div_of_nonneg_right (norm_average_le hT fun t => ?_) (by positivity)
      rw [norm_mul, norm_pow]
      have h1 := hh t
      have h2 := hg t
      calc ‖h t‖ * ‖g t‖ ^ n ≤ 1 * K ^ n := by gcongr
        _ = K ^ n := one_mul _)
  refine lim.congr fun T => ?_
  -- exchange of the series with the time integral
  have H : HasSum (fun n : ℕ => ∫ t in (0 : ℝ)..T, h t * (g t ^ n / (n.factorial : ℂ)))
      (∫ t in (0 : ℝ)..T, h t * Complex.exp (g t)) := by
    refine intervalIntegral.hasSum_integral_of_dominated_convergence
      (fun (n : ℕ) _ => K ^ n / (n.factorial : ℝ))
      (fun n => (ch.mul ((cg.pow n).div_const _)).aestronglyMeasurable)
      (fun n => ae_of_all _ fun t _ => ?_) (ae_of_all _ fun _ _ => hs)
      (continuous_const.intervalIntegrable _ _) (ae_of_all _ fun t _ => ?_)
    · rw [norm_mul, norm_div, norm_pow, Complex.norm_natCast]
      have h1 := hh t
      have h2 := hg t
      calc ‖h t‖ * (‖g t‖ ^ n / (n.factorial : ℝ))
          ≤ 1 * (K ^ n / (n.factorial : ℝ)) := by gcongr
        _ = K ^ n / (n.factorial : ℝ) := one_mul _
    · refine HasSum.mul_left (h t) ?_
      rw [Complex.exp_eq_exp_ℂ]
      exact NormedSpace.expSeries_div_hasSum_exp _
  rw [← (H.mul_left ((T : ℂ)⁻¹)).tsum_eq]
  refine tsum_congr fun n => ?_
  rw [mul_div_assoc, ← intervalIntegral.integral_div]
  simp only [mul_div_assoc]

/-- If mode `k` has positive frequency and lies strictly below all others, the average of
`exp(i w_k t) F(t)` tends to `b_k exp(-∑ b_j)`, whatever the signs of the weights. -/
theorem hasMean_first_satellite (b w : ι → ℝ) (k : ι) (hk : 0 < w k)
    (hmin : ∀ j, j ≠ k → w k < w j) :
    HasMean (fun t => wave (w k) t * cumulantFactor b w t)
      ((b k * Real.exp (-∑ j, b j) : ℝ) : ℂ) := by
  classical
  have hle : ∀ j, w k ≤ w j := by
    intro j
    rcases eq_or_ne j k with rfl | h
    · exact le_rfl
    · exact (hmin j h).le
  -- only the one-plasmon term contributes at the energy `w k`
  have hm : ∀ n : ℕ, HasMean (fun t => wave (w k) t * plasmonSum b w t ^ n)
      (if n = 1 then (b k : ℂ) else 0) := by
    intro n
    rcases lt_trichotomy n 1 with h | h | h
    · obtain rfl : n = 0 := by omega
      simpa using hasMean_wave hk.ne'
    · subst h
      have h1 := hasMean_sum (fun j => (b j : ℂ)) (fun j => wave (w k - w j))
        (fun j => if j = k then 1 else 0) (fun j => continuous_wave _) (by
          intro j
          by_cases hj : j = k
          · subst hj
            simpa using hasMean_wave_zero
          · simpa [hj] using hasMean_wave (sub_ne_zero.mpr (hmin j hj).ne))
      simpa [wave_mul_plasmonSum] using h1
    · rw [if_neg (by omega)]
      have h2 : (2 : ℝ) ≤ n := by exact_mod_cast h
      exact hasMean_multiplasmon b w hle n (w k) (by nlinarith)
  have hb : ∀ t, ‖plasmonSum b w t‖ ≤ ∑ j, |b j| := by
    intro t
    refine (norm_sum_le _ _).trans (Finset.sum_le_sum fun j _ => ?_)
    rw [norm_mul, norm_wave, mul_one, Complex.norm_real, Real.norm_eq_abs]
  have main := hasMean_mul_exp (continuous_wave (w k)) (continuous_plasmonSum b w)
    (fun t => (norm_wave _ t).le) hb hm
  rw [tsum_eq_single 1 (fun n hn => by simp [hn])] at main
  simp only [if_true, Nat.factorial_one, Nat.cast_one, div_one] at main
  -- restore the constant prefactor `exp(-∑ b_j)`
  have e : ∀ t, wave (w k) t * cumulantFactor b w t = ((Real.exp (-∑ j, b j) : ℝ) : ℂ)
      * (wave (w k) t * Complex.exp (plasmonSum b w t)) := by
    intro t
    have h : cumulantFactor b w t
        = ((Real.exp (-∑ j, b j) : ℝ) : ℂ) * Complex.exp (plasmonSum b w t) := by
      unfold cumulantFactor plasmonSum
      rw [Complex.ofReal_exp, ← Complex.exp_add]
      congr 1
      push_cast
      simp only [mul_sub, mul_one, Finset.sum_sub_distrib]
      ring
    rw [h]
    ring
  have lim : Tendsto (fun T : ℝ => ((Real.exp (-∑ j, b j) : ℝ) : ℂ) * ((T : ℂ)⁻¹ *
      ∫ t in (0 : ℝ)..T, wave (w k) t * Complex.exp (plasmonSum b w t))) atTop
      (𝓝 (((Real.exp (-∑ j, b j) : ℝ) : ℂ) * (b k : ℂ))) :=
    Filter.Tendsto.const_mul _ main
  rw [mul_comm (b k), Complex.ofReal_mul]
  refine lim.congr fun T => ?_
  simp only [e, intervalIntegral.integral_const_mul]
  ring

/-- For a finite positive spectral measure, the average of its Fourier transform against
`exp(i a t)` tends to the spectral mass at the energy `a`. -/
theorem hasMean_fourier (μ : Measure ℝ) [IsFiniteMeasure μ] (a : ℝ) :
    HasMean (fun t => wave a t * ∫ x, wave (-x) t ∂μ) ((μ.real {a} : ℝ) : ℂ) := by
  have hint : ∀ T : ℝ, Integrable (fun p : ℝ × ℝ => wave (a - p.2) p.1)
      ((volume.restrict (Set.Ioc 0 T)).prod μ) := by
    intro T
    refine Integrable.of_bound (Continuous.aestronglyMeasurable ?_) 1
      (ae_of_all _ fun p => (norm_wave _ _).le)
    unfold wave
    fun_prop
  have lim : Tendsto
      (fun T : ℝ => ∫ x, ((T : ℂ)⁻¹ * (∫ t in (0 : ℝ)..T, wave (a - x) t)) ∂μ)
      atTop (𝓝 (∫ x, Set.indicator {a} (fun _ => (1 : ℂ)) x ∂μ)) := by
    refine tendsto_integral_filter_of_dominated_convergence (fun _ => (1 : ℝ)) ?_ ?_
      (integrable_const (μ := μ) (1 : ℝ)) (ae_of_all _ fun x => ?_)
    · filter_upwards [eventually_gt_atTop (0 : ℝ)] with T hT
      simp only [intervalIntegral.integral_of_le hT.le]
      exact ((hint T).integral_prod_right.const_mul _).aestronglyMeasurable
    · filter_upwards [eventually_gt_atTop (0 : ℝ)] with T hT
      exact ae_of_all _ fun x => norm_average_le hT fun t => (norm_wave _ t).le
    · by_cases hx : x = a
      · subst hx
        simpa [HasMean] using hasMean_wave_zero
      · simpa [HasMean, hx] using hasMean_wave (sub_ne_zero.mpr (Ne.symm hx))
  have hmass : ∫ x, Set.indicator {a} (fun _ => (1 : ℂ)) x ∂μ = ((μ.real {a} : ℝ) : ℂ) := by
    rw [integral_indicator_const _ (measurableSet_singleton a)]
    simp
  rw [hmass] at lim
  refine lim.congr' ?_
  filter_upwards [eventually_gt_atTop (0 : ℝ)] with T hT
  have e : ∀ t, wave a t * ∫ x, wave (-x) t ∂μ = ∫ x, wave (a - x) t ∂μ := by
    intro t
    rw [← integral_const_mul]
    simp only [sub_eq_add_neg, wave_add]
  -- exchange of the time and energy integrals
  have swap := integral_integral_swap (f := fun t x : ℝ => wave (a - x) t) (hint T)
  rw [integral_const_mul]
  simp only [e, intervalIntegral.integral_of_le hT.le]
  rw [swap]

/-- If mode `k` has positive frequency below all others, any finite positive measure whose
Fourier transform is `F` at times `t ≥ 0` has mass `b_k exp(-∑ b_j)` at the energy `w_k`. -/
theorem first_satellite_mass (b w : ι → ℝ) (k : ι) (hk : 0 < w k)
    (hmin : ∀ j, j ≠ k → w k < w j) (μ : Measure ℝ) [IsFiniteMeasure μ]
    (hμ : ∀ t, 0 ≤ t → cumulantFactor b w t = ∫ x, wave (-x) t ∂μ) :
    μ.real {w k} = b k * Real.exp (-∑ j, b j) := by
  have h1 := hasMean_first_satellite b w k hk hmin
  have h2 : HasMean (fun t => wave (w k) t * cumulantFactor b w t)
      ((μ.real {w k} : ℝ) : ℂ) := by
    refine Tendsto.congr' ?_ (hasMean_fourier μ (w k))
    filter_upwards [eventually_gt_atTop (0 : ℝ)] with T hT
    congr 1
    refine intervalIntegral.integral_congr fun t ht => ?_
    rw [Set.uIcc_of_le hT.le] at ht
    simp only [hμ t ht.1]
  exact Complex.ofReal_injective (tendsto_nhds_unique h2 h1)

/-- If the mode of lowest frequency `w_k > 0`, strictly below all others, has negative weight
`b_k`, then `F` is not the Fourier transform of any finite positive measure, even if only
times `t ≥ 0` are compared. -/
theorem no_positive_spectral_measure (b w : ι → ℝ) (k : ι) (hk : 0 < w k)
    (hmin : ∀ j, j ≠ k → w k < w j) (hb : b k < 0) :
    ¬ ∃ μ : Measure ℝ, IsFiniteMeasure μ ∧
      ∀ t, 0 ≤ t → cumulantFactor b w t = ∫ x, wave (-x) t ∂μ := by
  rintro ⟨μ, hfin, hμ⟩
  have h := first_satellite_mass b w k hk hmin μ hμ
  have hneg : b k * Real.exp (-∑ j, b j) < 0 := mul_neg_of_neg_of_pos hb (Real.exp_pos _)
  have hpos : 0 ≤ μ.real {w k} := measureReal_nonneg
  linarith

end

end CumulantNegativeSatellite
```

```lean
#print axioms CumulantNegativeSatellite.no_positive_spectral_measure
```

```
'CumulantNegativeSatellite.no_positive_spectral_measure' depends on axioms: [propext, Classical.choice, Quot.sound]
```

## How the lemmas carry the averages

`hasMean_wave` and `hasMean_wave_zero` are the two elementary averages, and `hasMean_sum` extends them to finite sums.

`hasMean_multiplasmon` replaces the expansion of Sⁿ by induction on n. Its claim holds for every ν < n w₀, where w₀ is a lower bound on the frequencies. Splitting off one factor of S changes ν to ν − w_j, which lies below the threshold for the remaining power.

`hasMean_mul_exp` uses dominated convergence twice: once to pass T → ∞ through the series, and once to exchange the series with the time integral. In `hasMean_first_satellite`, the cases n = 0, n = 1 and n ≥ 2 are treated as above, `tsum_eq_single` keeps the one-plasmon term, and the factor Z is restored.

`hasMean_fourier` exchanges the time and energy integrals with `integral_integral_swap` and then applies dominated convergence in energy. `first_satellite_mass` equates the two limits by uniqueness; the averages involve only t ≥ 0, so agreement there is enough. The last theorem sets the negative value against the nonnegativity of a measure.
